# Commuting half turns about x and z have anticommuting spin-½ matrices, so rotations have no homomorphic lift to SU(2)

A code that stores one spin matrix per rotation, and assumes that these matrices multiply as the rotations do, can get wrong signs. The half turns about x and z already show it: as rotations of space they commute, but their spin matrices anticommute.

## The sign that the rotation matrices lose

Let $X$ and $Z$ be the rotations by $\pi$ about x and z, and $\sigma_x,\sigma_y,\sigma_z$ the Pauli matrices. A spin matrix $U$ induces a rotation $R$ when

$$U\sigma_jU^\dagger=\sum_i R_{ij}\,\sigma_i\quad\text{for every } j.$$

If $U,V\in SU(2)$ induce $X$ and $Z$, then

$$XZ=ZX,\qquad UV=-VU,\qquad U^2=V^2=-I.$$

No homomorphism from $SO(3)$ to $SU(2)$ therefore assigns to every rotation a matrix that induces it. Free phases do not help: there is none into $U(2)$ either.

## Symmetry operations on two-component spinors

In electronic structure with spin–orbit coupling, the sign matters when symmetry operations mix the two spin components of a one-electron wavefunction. If the point group contains both half turns, one stored spin matrix per operation cannot reproduce the group's multiplication table. With matrices from $SU(2)$, a product agrees with the stored matrix only up to a sign, and a double group or a table of signs records these signs.

## Derivation from the matrix entries

Multiplying the inducing relation on the right by $U$, with $U^\dagger U=I$, gives

$$U\sigma_j=\Big(\sum_i R_{ij}\sigma_i\Big)U.$$

Since $X=\mathrm{diag}(1,-1,-1)$, $U$ commutes with $\sigma_x$ and anticommutes with $\sigma_z$. Number the entries of $U$ from 0. The first relation gives $U_{00}=U_{11}$ and $U_{01}=U_{10}$. The upper left entry of the second gives $U_{00}=-U_{00}$, so $U_{00}=0$. Hence $U=c\,\sigma_x$ with $c=U_{01}$.

Since $Z=\mathrm{diag}(-1,-1,1)$, $V$ commutes with $\sigma_z$, which gives $V_{01}=V_{10}=0$, and anticommutes with $\sigma_x$, which gives $V_{11}=-V_{00}$. Hence $V=d\,\sigma_z$ with $d=V_{00}$.

From $\sigma_x\sigma_z=-\sigma_z\sigma_x$ it follows that

$$UV=cd\,\sigma_x\sigma_z=-cd\,\sigma_z\sigma_x=-VU.$$

So far only unitarity was used. If also $\det U=-c^2=1$, then $U^2=c^2I=-I$; likewise $\det V=-d^2=1$ gives $V^2=-I$.

Suppose now that a homomorphism $s$ into $U(2)$ assigns to every rotation a matrix that induces it. Then $s(X)s(Z)=s(XZ)=s(ZX)=s(Z)s(X)$. The two matrices also anticommute, so $s(Z)s(X)$ equals its own negative and vanishes, which a unitary matrix cannot do. As $SU(2)\subset U(2)$, the same holds for $SU(2)$.

## The Lean file

```lean
import Mathlib

open Matrix
open scoped Real

namespace SpinHalfNoSplitting

noncomputable section

local notation "M₂" => Matrix (Fin 2) (Fin 2) ℂ
local notation "SO3" => specialOrthogonalGroup (Fin 3) ℝ
local notation "SU2" => specialUnitaryGroup (Fin 2) ℂ
local notation "U2" => unitaryGroup (Fin 2) ℂ

/-- The Pauli matrices, with the indices 0, 1, 2 standing for x, y, z. -/
def pauli : Fin 3 → M₂ :=
  ![!![0, 1; 1, 0], !![0, -Complex.I; Complex.I, 0], !![1, 0; 0, -1]]

/-- The rotation of space by the angle `θ` about the x axis. -/
def rotX (θ : ℝ) : Matrix (Fin 3) (Fin 3) ℝ :=
  !![1, 0, 0; 0, Real.cos θ, -Real.sin θ; 0, Real.sin θ, Real.cos θ]

/-- The rotation of space by the angle `θ` about the z axis. -/
def rotZ (θ : ℝ) : Matrix (Fin 3) (Fin 3) ℝ :=
  !![Real.cos θ, -Real.sin θ, 0; Real.sin θ, Real.cos θ, 0; 0, 0, 1]

/-- The spin matrix `U` induces the real matrix `R` when conjugation by `U` sends each
Pauli matrix `σ_j` to `∑ i, R i j σ_i`. -/
def Induces (U : M₂) (R : Matrix (Fin 3) (Fin 3) ℝ) : Prop :=
  ∀ j, U * pauli j * Uᴴ = ∑ i, (R i j : ℂ) • pauli i

/-- A half turn about x or z keeps its own axis and reverses the other two. -/
theorem half_turns : rotX π = !![1, 0, 0; 0, -1, 0; 0, 0, -1] ∧
    rotZ π = !![-1, 0, 0; 0, -1, 0; 0, 0, 1] :=
  ⟨by simp [rotX], by simp [rotZ]⟩

/-- The half turns about x and z belong to SO(3) and commute. -/
theorem half_turns_commute :
    rotX π ∈ SO3 ∧ rotZ π ∈ SO3 ∧ rotX π * rotZ π = rotZ π * rotX π := by
  rw [half_turns.1, half_turns.2, mem_specialOrthogonalGroup_iff,
    mem_specialOrthogonalGroup_iff, mem_orthogonalGroup_iff, mem_orthogonalGroup_iff]
  refine ⟨⟨?_, by simp [det_fin_three]⟩, ⟨?_, by simp [det_fin_three]⟩, ?_⟩ <;>
    ext i j <;> fin_cases i <;> fin_cases j <;>
    simp [Matrix.mul_apply, Fin.sum_univ_three]

/-- If a unitary `U` induces `R`, then moving `U` past a Pauli matrix rotates that matrix
by `R`. -/
theorem intertwine {U : M₂} {R : Matrix (Fin 3) (Fin 3) ℝ}
    (hU : U ∈ U2) (h : Induces U R) (j : Fin 3) :
    U * pauli j = (∑ i, (R i j : ℂ) • pauli i) * U := by
  have hu : Uᴴ * U = 1 := mem_unitaryGroup_iff'.mp hU
  rw [← h j, Matrix.mul_assoc (U * pauli j) Uᴴ U, hu, Matrix.mul_one]

/-- A unitary matrix that induces the half turn about x is a multiple of `σ_x`. -/
theorem lift_rotX {U : M₂} (hU : U ∈ U2) (h : Induces U (rotX π)) :
    ∃ c : ℂ, U = c • pauli 0 := by
  have h0 : U * pauli 0 = pauli 0 * U := by
    simpa [half_turns.1, Fin.sum_univ_three] using intertwine hU h 0
  have h2 : U * pauli 2 = -(pauli 2 * U) := by
    simpa [half_turns.1, Fin.sum_univ_three] using intertwine hU h 2
  -- compare the two relations entry by entry
  have e0 := fun i j => congrArg (fun M : M₂ => M i j) h0
  have e2 := fun i j => congrArg (fun M : M₂ => M i j) h2
  simp only [Matrix.neg_apply, Matrix.mul_apply, Fin.sum_univ_two] at e0 e2
  have a : U 0 0 = 0 := by
    have e := e2 0 0
    simp [pauli] at e
    linear_combination e / 2
  have b : U 0 0 = U 1 1 := by simpa [pauli] using e0 0 1
  have c : U 0 1 = U 1 0 := by simpa [pauli] using e0 0 0
  refine ⟨U 0 1, ?_⟩
  ext i j
  fin_cases i <;> fin_cases j <;> simp [pauli, a, b.symm.trans a, c]

/-- A unitary matrix that induces the half turn about z is a multiple of `σ_z`. -/
theorem lift_rotZ {V : M₂} (hV : V ∈ U2) (h : Induces V (rotZ π)) :
    ∃ d : ℂ, V = d • pauli 2 := by
  have h0 : V * pauli 0 = -(pauli 0 * V) := by
    simpa [half_turns.2, Fin.sum_univ_three] using intertwine hV h 0
  have h2 : V * pauli 2 = pauli 2 * V := by
    simpa [half_turns.2, Fin.sum_univ_three] using intertwine hV h 2
  have e0 := fun i j => congrArg (fun M : M₂ => M i j) h0
  have e2 := fun i j => congrArg (fun M : M₂ => M i j) h2
  simp only [Matrix.neg_apply, Matrix.mul_apply, Fin.sum_univ_two] at e0 e2
  have a : V 0 1 = 0 := by
    have e := e2 0 1
    simp [pauli] at e
    linear_combination -e / 2
  have b : V 1 0 = 0 := by
    have e := e2 1 0
    simp [pauli] at e
    linear_combination e / 2
  have c : V 1 1 = -V 0 0 := by simpa [pauli, b] using e0 1 0
  refine ⟨V 0 0, ?_⟩
  ext i j
  fin_cases i <;> fin_cases j <;> simp [pauli, a, b, c]

/-- Unitary matrices that induce the half turns about x and z anticommute. -/
theorem lifts_anticommute {U V : M₂} (hU : U ∈ U2) (hV : V ∈ U2)
    (hx : Induces U (rotX π)) (hz : Induces V (rotZ π)) : U * V = -(V * U) := by
  obtain ⟨c, rfl⟩ := lift_rotX hU hx
  obtain ⟨d, rfl⟩ := lift_rotZ hV hz
  have h : pauli 0 * pauli 2 = -(pauli 2 * pauli 0) := by
    ext i j
    fin_cases i <;> fin_cases j <;> simp [pauli, Matrix.mul_apply, Fin.sum_univ_two]
  rw [Matrix.smul_mul, Matrix.mul_smul, Matrix.smul_mul, Matrix.mul_smul, h, smul_neg,
    smul_neg, smul_comm]

/-- Any `U` and `V` in SU(2) that induce the half turns about x and z anticommute, and each
squares to minus the identity. -/
theorem half_turn_lifts {U V : M₂} (hU : U ∈ SU2) (hV : V ∈ SU2)
    (hx : Induces U (rotX π)) (hz : Induces V (rotZ π)) :
    U * V = -(V * U) ∧ U * U = -1 ∧ V * V = -1 := by
  obtain ⟨hU, detU⟩ := mem_specialUnitaryGroup_iff.mp hU
  obtain ⟨hV, detV⟩ := mem_specialUnitaryGroup_iff.mp hV
  refine ⟨lifts_anticommute hU hV hx hz, ?_, ?_⟩
  · obtain ⟨c, rfl⟩ := lift_rotX hU hx
    -- determinant one fixes the square of the prefactor
    have e : (c • pauli 0).det = -(c * c) := by simp [pauli, det_fin_two]
    have hc : c * c = -1 := by linear_combination e - detU
    ext i j
    fin_cases i <;> fin_cases j <;> simp [pauli, Matrix.mul_apply, Fin.sum_univ_two, hc]
  · obtain ⟨d, rfl⟩ := lift_rotZ hV hz
    have e : (d • pauli 2).det = -(d * d) := by simp [pauli, det_fin_two]
    have hd : d * d = -1 := by linear_combination e - detV
    ext i j
    fin_cases i <;> fin_cases j <;> simp [pauli, Matrix.mul_apply, Fin.sum_univ_two, hd]

/-- The matrices `-iσ_x` and `-iσ_z` lie in SU(2) and induce the half turns about x and z. -/
theorem half_turn_lifts_witness :
    ((-Complex.I) • pauli 0 ∈ SU2 ∧ (-Complex.I) • pauli 2 ∈ SU2) ∧
    Induces ((-Complex.I) • pauli 0) (rotX π) ∧ Induces ((-Complex.I) • pauli 2) (rotZ π) := by
  rw [mem_specialUnitaryGroup_iff, mem_specialUnitaryGroup_iff, mem_unitaryGroup_iff,
    mem_unitaryGroup_iff, half_turns.1, half_turns.2]
  refine ⟨⟨⟨?_, by simp [pauli, det_fin_two]⟩, ⟨?_, by simp [pauli, det_fin_two]⟩⟩, ?_, ?_⟩
  iterate 2
    · ext i j
      fin_cases i <;> fin_cases j <;>
        simp [pauli, Matrix.mul_apply, Fin.sum_univ_two, star_eq_conjTranspose]
  all_goals
    intro j
    fin_cases j <;> ext a b <;> fin_cases a <;> fin_cases b <;>
      simp [pauli, Matrix.mul_apply, Fin.sum_univ_succ]

/-- No group homomorphism from SO(3) to U(2) assigns to every rotation a unitary matrix that
induces it. -/
theorem no_lift_U2 : ¬ ∃ s : SO3 →* U2, ∀ R, Induces (s R).1 R.1 := by
  rintro ⟨s, hs⟩
  obtain ⟨mX, mZ, hXZ⟩ := half_turns_commute
  have hc : (⟨rotX π, mX⟩ : SO3) * ⟨rotZ π, mZ⟩ = ⟨rotZ π, mZ⟩ * ⟨rotX π, mX⟩ :=
    Subtype.ext hXZ
  have e : s ⟨rotX π, mX⟩ * s ⟨rotZ π, mZ⟩ = s ⟨rotZ π, mZ⟩ * s ⟨rotX π, mX⟩ := by
    rw [← map_mul, hc, map_mul]
  have h2 := lifts_anticommute (s ⟨rotX π, mX⟩).2 (s ⟨rotZ π, mZ⟩).2 (hs _) (hs _)
  generalize s ⟨rotX π, mX⟩ = u at e h2
  generalize s ⟨rotZ π, mZ⟩ = v at e h2
  have h1 : u.1 * v.1 = v.1 * u.1 := congrArg Subtype.val e
  -- a unitary matrix equal to its own negative would vanish
  have h3 : v.1 * u.1 = 0 := by
    ext i j
    have h4 := congrArg (fun M : M₂ => M i j) (h1.symm.trans h2)
    simp only [Matrix.neg_apply] at h4
    rw [Matrix.zero_apply]
    linear_combination h4 / 2
  have h5 : (v.1 * u.1) * star (v.1 * u.1) = 1 := mem_unitaryGroup_iff.mp (v * u).2
  rw [h3, zero_mul] at h5
  exact zero_ne_one h5

/-- No group homomorphism from SO(3) to SU(2) assigns to every rotation a spin matrix that
induces it. -/
theorem no_lift_SU2 : ¬ ∃ s : SO3 →* SU2, ∀ R, Induces (s R).1 R.1 := by
  rintro ⟨s, hs⟩
  have hle : SU2 ≤ U2 := fun _ h => (mem_specialUnitaryGroup_iff.mp h).1
  exact no_lift_U2 ⟨(Submonoid.inclusion hle).comp s, fun R => hs R⟩

end

end SpinHalfNoSplitting
```

```lean
#print axioms SpinHalfNoSplitting.half_turns_commute
-- 'SpinHalfNoSplitting.half_turns_commute' depends on axioms: [propext, Classical.choice, Quot.sound]
#print axioms SpinHalfNoSplitting.half_turn_lifts
-- 'SpinHalfNoSplitting.half_turn_lifts' depends on axioms: [propext, Classical.choice, Quot.sound]
#print axioms SpinHalfNoSplitting.no_lift_SU2
-- 'SpinHalfNoSplitting.no_lift_SU2' depends on axioms: [propext, Classical.choice, Quot.sound]
```

## Which lifts are excluded, and for which systems

`pauli 0`, `pauli 1` and `pauli 2` are $\sigma_x,\sigma_y,\sigma_z$; many texts write $\sigma_0$ for the identity instead. `Induces` is the relation above, with the column of $R$ labelling the matrix being rotated. The real entries of $R$ are read as complex numbers, and `Uᴴ` is $U^\dagger$.

`intertwine` is the first step of the derivation. `lift_rotX` and `lift_rotZ` compare entries through `e0` and `e2` and find the prefactors. `lifts_anticommute` needs only unitary matrices; `half_turn_lifts` adds the determinants and obtains the squares. `half_turn_lifts_witness` checks that $-i\sigma_x$ and $-i\sigma_z$ satisfy all the hypotheses.

In `no_lift_U2`, `s : SO3 →* U2` is any group homomorphism, continuous or not. The condition `Induces (s R).1 R.1` is essential, since sending every rotation to the identity is a homomorphism too. The proof obtains the commuting product from `map_mul` and sets it against `lifts_anticommute`. `no_lift_SU2` composes a supposed lift with the inclusion of $SU(2)$ in $U(2)$.

The two no-lift theorems concern the whole of $SO(3)$. For a finite point group containing both half turns, `lifts_anticommute` applies directly to the two stored matrices. Existence of a spin matrix is shown for these two rotations only, and rounding errors do not enter.

The step left to physics is that a rotated electron's spinor transforms by a matrix that induces the rotation, so that its spin turns as a vector. The spatial part of the wavefunction and systems of several spins are not modelled.
